# Removing a net force in proportion to mass conserves energy at zero total momentum; removing the plain mean need not

## Why does the energy drift if the centre of mass stays at rest?

I treat the forces in my molecular dynamics run as exact derivatives of the computed energy, even though they don't add up to zero. I use ultrasoft pseudopotentials, and because the augmentation charges sit on a real-space grid, the energy changes slightly when all atoms are shifted together. To stop the whole system from drifting, I subtract the mean force from every atom. The total momentum then stays at zero, as I wanted, but the total energy is no longer constant. My atoms have different masses. How can the correction do work when the centre of mass doesn't move, and does it matter how I share out the net force?

## The work depends on how the net force is shared

Take the forces to be exact derivatives, as you do, and describe the correction by fixed weights, one per particle. Both ways of sharing the net force are then special cases of one calculation.

Let particles on a line have positions $x_i$, velocities $v_i$ and masses $m_i > 0$, and let $E$ be the differentiable energy of the configuration. The forces are $F_i = -\partial E/\partial x_i$, with sum $S = \sum_i F_i$. With weights satisfying $\sum_i w_i = 1$, the particles obey

$$m_i \dot v_i = G_i, \qquad G_i = F_i - w_i S.$$

The total momentum $P = \sum_i m_i v_i$ is constant for every such choice:

$$\dot P = \sum_i G_i = S - S\sum_i w_i = 0.$$

For the energy $H = \sum_i m_i v_i^2/2 + E$, the kinetic part changes at the rate $\sum_i m_i v_i \dot v_i = \sum_i G_i v_i$. By the chain rule, $E$ changes at the rate $\sum_i (\partial E/\partial x_i) v_i = -\sum_i F_i v_i$. Adding the two gives

$$\dot H = \sum_i (G_i - F_i) v_i = -S \sum_i w_i v_i.$$

So the energy changes by exactly the work of the correction. Let $M = \sum_j m_j$ and let $N$ be the number of particles.

- For $w_i = m_i/M$, the weighted sum is $P/M$, so $\dot H = -SP/M$. This vanishes when $P = 0$, and $P$ stays zero if it starts there.
- For $w_i = 1/N$, write $\bar F = S/N$. Then $\dot H = -\bar F \sum_i v_i$. With unequal masses, zero momentum does not make the plain sum of velocities zero, so this correction can do work even while the centre of mass stays at rest.

Mass fractions are also the only normalised weights that do no work on any motion of zero momentum, at a configuration where $S \neq 0$. To see this, choose two particles $i \neq j$ and set $u_i = m_j$, $u_j = -m_i$, with all other velocities zero. The momentum is $m_i m_j - m_j m_i = 0$, so the work rate $-S(w_i m_j - w_j m_i)$ must vanish. Hence $w_i m_j = w_j m_i$, which is trivial for $j = i$. Summing over $j$ gives $w_i M = m_i$.

Here is a case with numbers. Label two particles 0 and 1, with masses 1 and 3, and let $E = -4x_0$. The forces are 4 and 0, so $S = 4$. Both particles start at rest at the origin.

- Subtracting the mean force 2 leaves forces $2$ and $-2$, and accelerations $2$ and $-2/3$. At $t = 1$ the momentum is $1\cdot 2 - 3\cdot\tfrac23 = 0$. The kinetic energy is $2 + \tfrac23 = \tfrac83$ and $E = -4$, so the total has fallen from $0$ to $-\tfrac43$.
- Subtracting the mass-weighted shares 1 and 3 leaves forces $3$ and $-3$, and accelerations $3$ and $-1$. At $t = 1$ the kinetic energy is $\tfrac92 + \tfrac32 = 6$ and $E = -4\cdot\tfrac32 = -6$, so the total is still $0$.

In the Lean file, `ι` is the finite set of particle labels, and positions and velocities are functions `ι → ℝ`. `force` is minus the derivative of `E` along the unit vector `Pi.single i 1`, and `netForce` is $S$. `correctedForce` is $G_i$, while `massWeight` and `meanWeight` are the two choices of weights. `IsTrajectory` says that, at every real time, the positions have derivative `v` and the velocities have derivative $G_i/m_i$.

`massWeighted_conserves` reads: for positive masses, differentiable `E` and a trajectory with mass weights, momentum keeps its initial value, and if that value is zero, so does the energy. `plainMean_energy_rate` gives momentum conservation and the rate $-\bar F\sum_i v_i$ for equal weights. `workless_iff_massWeight` is the uniqueness statement, for all velocities `u` at one configuration `y`. It concerns the work rate there, so it does not say that every trajectory with other weights drifts. It needs a nonzero net force: with $S = 0$ the correction vanishes for any weights, and two or more particles have many normalised choices.

The existence of a trajectory is assumed in the general theorems, and `slope_witness` supplies one for the example. Time steps, thermostats and forces that are not exact derivatives of `E`, such as those from an incompletely converged self-consistent cycle, lie beyond the model. For simulation practice, the result identifies a source of energy drift that a shorter time step would not remove, within this one-dimensional, continuous-time model with exact forces.

```lean
import Mathlib

open Finset

namespace NetForceCorrection

noncomputable section

variable {ι : Type*} [Fintype ι] [DecidableEq ι]

/-- The force on particle `i`: minus the partial derivative of the energy `E` with respect to
its coordinate, for `E` differentiable at `x`. -/
def force (E : (ι → ℝ) → ℝ) (x : ι → ℝ) (i : ι) : ℝ :=
  -(fderiv ℝ E x (Pi.single i 1))

/-- The sum of the forces on all particles. -/
def netForce (E : (ι → ℝ) → ℝ) (x : ι → ℝ) : ℝ := ∑ i, force E x i

/-- The force on particle `i` after the share `w i` of the net force is subtracted. -/
def correctedForce (w : ι → ℝ) (E : (ι → ℝ) → ℝ) (x : ι → ℝ) (i : ι) : ℝ :=
  force E x i - w i * netForce E x

/-- Each particle's fraction of the total mass, for nonzero total mass. -/
def massWeight (m : ι → ℝ) (i : ι) : ℝ := m i / ∑ j, m j

/-- Equal shares, one over the number of particles, for at least one particle. -/
def meanWeight (ι : Type*) [Fintype ι] : ι → ℝ := fun _ => 1 / (Fintype.card ι : ℝ)

/-- Total momentum. -/
def momentum (m v : ι → ℝ) : ℝ := ∑ i, m i * v i

/-- Kinetic energy plus the energy `E` of the configuration. -/
def energy (m : ι → ℝ) (E : (ι → ℝ) → ℝ) (x v : ι → ℝ) : ℝ :=
  ∑ i, m i * v i ^ 2 / 2 + E x

/-- Positions `x` and velocities `v` follow Newton's equations with the corrected force,
for nonzero masses. -/
structure IsTrajectory (m w : ι → ℝ) (E : (ι → ℝ) → ℝ) (x v : ℝ → ι → ℝ) : Prop where
  velocity : ∀ t i, HasDerivAt (fun s => x s i) (v t i) t
  newton : ∀ t i, HasDerivAt (fun s => v s i) (correctedForce w E (x t) i / m i) t

variable {m w : ι → ℝ} {E : (ι → ℝ) → ℝ} {x v : ℝ → ι → ℝ}

/-- The power of the correction is minus the net force times the weighted sum of velocities. -/
theorem correction_power (w : ι → ℝ) (E : (ι → ℝ) → ℝ) (y u : ι → ℝ) :
    ∑ i, (correctedForce w E y i - force E y i) * u i
      = -netForce E y * ∑ i, w i * u i := by
  rw [Finset.mul_sum]
  refine Finset.sum_congr rfl fun i _ => ?_
  simp only [correctedForce]
  ring

omit [DecidableEq ι] in
/-- The sum of velocities weighted by mass fractions is the total momentum over the total mass. -/
theorem sum_massWeight_mul (m u : ι → ℝ) :
    ∑ i, massWeight m i * u i = momentum m u / ∑ j, m j := by
  simp only [massWeight, momentum, Finset.sum_div]
  refine Finset.sum_congr rfl fun i _ => ?_
  ring

/-- For positive masses, any correction whose weights sum to one conserves total momentum. -/
theorem momentum_conserved (hm : ∀ i, 0 < m i) (hw : ∑ i, w i = 1)
    (h : IsTrajectory m w E x v) (t : ℝ) : momentum m (v t) = momentum m (v 0) := by
  have hd : ∀ t, HasDerivAt (fun s => momentum m (v s)) 0 t := by
    intro t
    have h1 : HasDerivAt (fun s => ∑ i, m i * v s i)
        (∑ i, m i * (correctedForce w E (x t) i / m i)) t :=
      HasDerivAt.fun_sum fun i _ => (h.newton t i).const_mul (m i)
    refine h1.congr_deriv ?_
    have h2 : ∀ i, m i * (correctedForce w E (x t) i / m i) = correctedForce w E (x t) i := by
      intro i
      have := (hm i).ne'
      field_simp
    -- the corrected forces add up to zero
    have h3 : ∑ i, m i * (correctedForce w E (x t) i / m i)
        = ∑ i, (force E (x t) i - w i * netForce E (x t)) :=
      Finset.sum_congr rfl fun i _ => h2 i
    rw [h3, Finset.sum_sub_distrib, ← Finset.sum_mul, hw, one_mul]
    exact sub_self (netForce E (x t))
  exact is_const_of_deriv_eq_zero (fun t => (hd t).differentiableAt) (fun t => (hd t).deriv) t 0

/-- For positive masses and differentiable `E`, the energy along a trajectory with correction
weights `w` changes at a rate of minus the net force times the weighted sum of velocities. -/
theorem energy_rate (hm : ∀ i, 0 < m i) (hE : Differentiable ℝ E)
    (h : IsTrajectory m w E x v) (t : ℝ) :
    HasDerivAt (fun s => energy m E (x s) (v s))
      (-netForce E (x t) * ∑ i, w i * v t i) t := by
  -- chain rule for the energy of the configuration
  have hP : HasDerivAt (fun s => E (x s)) (fderiv ℝ E (x t) (v t)) t :=
    (hE (x t)).hasFDerivAt.comp_hasDerivAt t (hasDerivAt_pi.2 fun i => h.velocity t i)
  have hF : fderiv ℝ E (x t) (v t) = -∑ i, force E (x t) i * v t i := by
    have hu : v t = ∑ i, v t i • (Pi.single i (1 : ℝ) : ι → ℝ) := by
      ext j
      simp [Finset.sum_apply, Pi.single_apply]
    conv_lhs => rw [hu]
    simp only [map_sum, map_smul, smul_eq_mul, force, neg_mul, Finset.sum_neg_distrib, neg_neg]
    exact Finset.sum_congr rfl fun i _ => mul_comm _ _
  -- the kinetic energy grows by the power of the corrected forces
  have hK : HasDerivAt (fun s => ∑ i, m i * v s i ^ 2 / 2)
      (∑ i, correctedForce w E (x t) i * v t i) t := by
    refine HasDerivAt.fun_sum fun i _ => ?_
    have hp : HasDerivAt (fun s => v s i ^ 2)
        (2 * v t i * (correctedForce w E (x t) i / m i)) t := by
      simpa using (h.newton t i).fun_pow 2
    refine ((hp.const_mul (m i)).div_const 2).congr_deriv ?_
    have hne := (hm i).ne'
    have ha : m i * (correctedForce w E (x t) i / m i) = correctedForce w E (x t) i := by
      field_simp
    linear_combination v t i * ha
  refine (hK.fun_add hP).congr_deriv ?_
  have hc := correction_power w E (x t) (v t)
  simp only [sub_mul, Finset.sum_sub_distrib] at hc
  rw [hF]
  linear_combination hc

/-- For positive masses and differentiable `E`, subtracting the net force in proportion to mass
conserves total momentum, and conserves energy if the initial momentum is zero. -/
theorem massWeighted_conserves [Nonempty ι] (hm : ∀ i, 0 < m i) (hE : Differentiable ℝ E)
    (h : IsTrajectory m (massWeight m) E x v) :
    (∀ t, momentum m (v t) = momentum m (v 0)) ∧
    (momentum m (v 0) = 0 → ∀ t, energy m E (x t) (v t) = energy m E (x 0) (v 0)) := by
  have hM : ∑ j, m j ≠ 0 := (Finset.sum_pos (fun j _ => hm j) Finset.univ_nonempty).ne'
  have hw : ∑ i, massWeight m i = 1 := by
    simp only [massWeight]
    rw [← Finset.sum_div, div_self hM]
  have hp := momentum_conserved hm hw h
  refine ⟨hp, fun h0 t => ?_⟩
  have hd : ∀ t, HasDerivAt (fun s => energy m E (x s) (v s)) 0 t := fun t =>
    (energy_rate hm hE h t).congr_deriv (by rw [sum_massWeight_mul, hp t, h0]; simp)
  exact is_const_of_deriv_eq_zero (fun t => (hd t).differentiableAt) (fun t => (hd t).deriv) t 0

/-- For positive masses and differentiable `E`, subtracting the mean force conserves total
momentum, while the energy changes at a rate of minus the mean force times the sum of
velocities. -/
theorem plainMean_energy_rate [Nonempty ι] (hm : ∀ i, 0 < m i) (hE : Differentiable ℝ E)
    (h : IsTrajectory m (meanWeight ι) E x v) (t : ℝ) :
    momentum m (v t) = momentum m (v 0) ∧
    HasDerivAt (fun s => energy m E (x s) (v s))
      (-(netForce E (x t) / Fintype.card ι) * ∑ i, v t i) t := by
  have hc : (Fintype.card ι : ℝ) ≠ 0 := Nat.cast_ne_zero.2 Fintype.card_ne_zero
  have hw : ∑ i, meanWeight ι i = 1 := by simp [meanWeight, hc]
  refine ⟨momentum_conserved hm hw h t, (energy_rate hm hE h t).congr_deriv ?_⟩
  simp only [meanWeight, ← Finset.mul_sum]
  ring

/-- For positive masses and nonzero net force, a correction with weights summing to one does no
work on any motion of zero total momentum exactly when the weights are the mass fractions. -/
theorem workless_iff_massWeight (hm : ∀ i, 0 < m i) (hw : ∑ i, w i = 1) {y : ι → ℝ}
    (hS : netForce E y ≠ 0) :
    (∀ u, momentum m u = 0 → ∑ i, (correctedForce w E y i - force E y i) * u i = 0)
      ↔ w = massWeight m := by
  constructor
  · intro h
    ext i
    -- let only particles i and j move, with opposite momenta
    have key : ∀ j, w i * m j = w j * m i := by
      intro j
      have hs : ∀ a : ι → ℝ, ∑ k, a k * (Pi.single i (m j) - Pi.single j (m i) : ι → ℝ) k
          = a i * m j - a j * m i := by
        intro a
        simp [mul_sub, Finset.sum_sub_distrib, Pi.single_apply]
      have hz : momentum m (Pi.single i (m j) - Pi.single j (m i) : ι → ℝ) = 0 := by
        unfold momentum
        rw [hs m]
        ring
      have h1 := h _ hz
      rw [correction_power, hs w] at h1
      have h2 := (mul_eq_zero.1 h1).resolve_left (neg_ne_zero.2 hS)
      linarith
    have hM : ∑ j, m j ≠ 0 :=
      (Finset.sum_pos (fun j _ => hm j) ⟨i, Finset.mem_univ i⟩).ne'
    have hsum : w i * ∑ j, m j = m i := by
      rw [Finset.mul_sum, Finset.sum_congr rfl (fun j _ => key j), ← Finset.sum_mul, hw, one_mul]
    exact (eq_div_iff hM).2 hsum
  · intro h u hu
    rw [correction_power, h, sum_massWeight_mul, hu]
    simp

/-- An energy of two particles that pushes only the first one, with constant force 4. -/
def slope : (Fin 2 → ℝ) → ℝ := fun y => -4 * y 0

/-- Accelerations of two particles of masses 1 and 3 on `slope` with correction weights `w`. -/
def slopeAcc (w : Fin 2 → ℝ) : Fin 2 → ℝ := ![4 - 4 * w 0, -(4 * w 1) / 3]

/-- For any weights `w`, the motion of masses 1 and 3 from rest at the origin, with constant
accelerations `slopeAcc w`, on the differentiable energy `slope`, whose net force is 4, is a
trajectory. -/
theorem slope_witness (w : Fin 2 → ℝ) :
    Differentiable ℝ slope ∧ (∀ y, netForce slope y = 4) ∧
    IsTrajectory ![1, 3] w slope (fun t i => slopeAcc w i * t ^ 2 / 2)
      (fun t i => slopeAcc w i * t) := by
  have hd : ∀ y, HasFDerivAt slope
      ((-4 : ℝ) • (ContinuousLinearMap.proj 0 : (Fin 2 → ℝ) →L[ℝ] ℝ)) y := fun y =>
    (ContinuousLinearMap.proj 0 : (Fin 2 → ℝ) →L[ℝ] ℝ).hasFDerivAt.const_mul (-4)
  have hf : ∀ y, force slope y = ![4, 0] := by
    intro y
    ext i
    fin_cases i <;> simp [force, (hd y).fderiv]
  have hn : ∀ y, netForce slope y = 4 := by
    intro y
    simp [netForce, hf, Fin.sum_univ_two]
  refine ⟨fun y => (hd y).differentiableAt, hn, ⟨fun t i => ?_, fun t i => ?_⟩⟩
  · have hp : HasDerivAt (fun s : ℝ => s ^ 2) (2 * t) t := by
      simpa using hasDerivAt_pow 2 t
    exact ((hp.const_mul (slopeAcc w i)).div_const 2).congr_deriv (by ring)
  · refine ((hasDerivAt_id t).const_mul (slopeAcc w i)).congr_deriv ?_
    fin_cases i <;> simp [slopeAcc, correctedForce, hf, hn] <;> ring

/-- With the plain mean subtracted, the motion of masses 1 and 3 from rest at the origin on `slope`
has zero total momentum at all times, yet its energy is `-(4/3) t²`. -/
theorem plainMean_drift (t : ℝ) :
    momentum ![1, 3] (fun i => slopeAcc (meanWeight (Fin 2)) i * t) = 0 ∧
    energy ![1, 3] slope (fun i => slopeAcc (meanWeight (Fin 2)) i * t ^ 2 / 2)
      (fun i => slopeAcc (meanWeight (Fin 2)) i * t) = -(4 / 3) * t ^ 2 := by
  have h0 : slopeAcc (meanWeight (Fin 2)) 0 = 2 := by
    norm_num [slopeAcc, meanWeight]
  have h1 : slopeAcc (meanWeight (Fin 2)) 1 = -(2 / 3) := by
    norm_num [slopeAcc, meanWeight]
  constructor
  · simp only [momentum, Fin.sum_univ_two, h0, h1, Matrix.cons_val_zero, Matrix.cons_val_one]
    ring
  · simp only [energy, slope, Fin.sum_univ_two, h0, h1, Matrix.cons_val_zero,
      Matrix.cons_val_one]
    ring

end

end NetForceCorrection
```

```lean
#print axioms NetForceCorrection.massWeighted_conserves
#print axioms NetForceCorrection.plainMean_energy_rate
#print axioms NetForceCorrection.workless_iff_massWeight
#print axioms NetForceCorrection.plainMean_drift
```

```
'NetForceCorrection.massWeighted_conserves' depends on axioms: [propext, Classical.choice, Quot.sound]
'NetForceCorrection.plainMean_energy_rate' depends on axioms: [propext, Classical.choice, Quot.sound]
'NetForceCorrection.workless_iff_massWeight' depends on axioms: [propext, Classical.choice, Quot.sound]
'NetForceCorrection.plainMean_drift' depends on axioms: [propext, Classical.choice, Quot.sound]
```

The proofs take the same route as the derivation. `correction_power` computes $\sum_i (G_i - F_i)u_i = -S\sum_i w_i u_i$ by moving the factor inside the sum and comparing terms with `ring`. `sum_massWeight_mul` identifies the mass-weighted sum of velocities as $P/M$.

In `momentum_conserved`, the momentum is differentiated term by term. `field_simp` cancels each mass against the one in Newton's equation, and the normalisation `hw` makes the corrected forces add up to zero. A function with zero derivative everywhere is constant, which is `is_const_of_deriv_eq_zero`. No condition on `E` enters, because the cancellation works for any forces.

`energy_rate` has three parts. `hP` is the chain rule for `E` along the path. `hF` expands the velocity in unit vectors, which turns that derivative into $-\sum_i F_i v_i$. `hK` gives the kinetic rate $\sum_i G_i v_i$. Then `hK.fun_add hP` adds the two rates, and the final `linear_combination hc` uses `correction_power` to bring the sum into the stated form.

`massWeighted_conserves` checks that the mass fractions sum to one, uses momentum conservation to keep $P = 0$ at all times, and concludes that the energy has zero derivative. `plainMean_energy_rate` puts $1/N$ into the general rate.

For uniqueness, `key` tests the hypothesis on the two-particle velocities above, written `Pi.single i (m j) - Pi.single j (m i)`. Since the net force is nonzero, the other factor must vanish, and `hsum` carries out the sum over $j$. The reverse direction inserts the mass fractions and $P = 0$.

`slope_witness` computes the forces of the example and verifies both equations of motion for arbitrary weights. `plainMean_drift` inserts the accelerations $2$ and $-2/3$ and finds zero momentum with energy $-\tfrac43 t^2$ at every time.

The same argument, taken component by component in three dimensions, gives $\dot H = -\mathbf S\cdot\mathbf P/M$ for mass weights. Energy is then conserved also when the constant momentum $\mathbf P$ is nonzero but stays perpendicular to the net force $\mathbf S$; this extension is a derivation by hand, as the file treats only motion on a line.
